# Onsager symmetry for observables of definite parity in finite, reversible dynamics with an invariant weight

An equilibrium simulation of a liquid mixture gives the cross coefficient between heat and mass transport twice: once from the heat flux correlated with the later mass flux, and once with the roles exchanged. Averaging the two estimates to reduce noise, or using their difference to judge the sampling, requires that their exact values agree. Both fluxes change sign when all momenta are reversed, and for such a pair the equality follows if the dynamics is reversible and the ensemble is both stationary and unchanged by the reversal.

The statement below concerns a finite set of microstates, on which a time step is a permutation and an ensemble average is a sum. The passage to a continuous phase space, where sums become integrals and both the step and the reversal must preserve the measure, is left to the reader.

## States, steps and reversal

```lean
import Mathlib

open Finset

namespace OnsagerSymmetry

noncomputable section

variable {X : Type*}
```

The type `X` is the set of microstates. A time step will be an element $S$ of `Equiv.Perm X`, a bijection of $X$ onto itself, so every state has exactly one successor and one predecessor. Products of permutations are compositions, with the right factor acting first, and `1` is the identity map.

```lean
/-- If the involution `R` turns the step `S` into the inverse of the step `S'`, it turns `n` steps
of `S` into `n` backward steps of `S'`. -/
theorem reversal_zpow {S S' R : Equiv.Perm X} (hR : R * R = 1) (hS : R * S * R = S'⁻¹) (n : ℤ) :
    R * S ^ n * R = S' ^ (-n) := by
  have hi : R⁻¹ = R := inv_eq_of_mul_eq_one_left hR
  calc R * S ^ n * R = R * S ^ n * R⁻¹ := by rw [hi]
    _ = (R * S * R⁻¹) ^ n := by rw [conj_zpow]
    _ = S' ^ (-n) := by rw [hi, hS, inv_zpow, zpow_neg]
```

Let $R$ be the reversal map, typically the flip of all momenta. The hypothesis `hR` says that reversing twice changes nothing, $R^2=1$. The hypothesis `hS` says $RSR=S'^{-1}$: reverse, take a step, reverse again, and the result is a backward step of a second dynamics $S'$. In the absence of a magnetic field one takes $S'=S$. With a field, $S'$ is the dynamics in the reversed field, and momentum means mass times velocity, so that a flux is the same function of the state for both field directions.

The claim is $RS^nR=S'^{-n}$ for every integer $n$. Since $R^{-1}=R$,

$$RS^nR=RS^nR^{-1}=(RSR^{-1})^n=(S'^{-1})^n=S'^{-n}.$$

The `calc` block is this chain, and `conj_zpow` supplies the second equality, in which the inner factors $R^{-1}R$ cancel.

## Correlations in a stationary ensemble

```lean
/-- A weight conserved by one time step is conserved by any number of steps, forward or
backward. -/
theorem weight_zpow {w : X → ℝ} {S : Equiv.Perm X} (hw : ∀ x, w (S x) = w x) (n : ℤ) (x : X) :
    w ((S ^ n) x) = w x := by
  have hk : ∀ (k : ℕ) (y : X), w ((S ^ k) y) = w y := by
    intro k
    induction k with
    | zero => intro y; simp
    | succ k ih => intro y; rw [pow_succ, Equiv.Perm.mul_apply, ih, hw]
  obtain ⟨k, rfl | rfl⟩ := n.eq_nat_or_neg
  · rw [zpow_natCast]
    exact hk k x
  · rw [zpow_neg, zpow_natCast]
    have h := hk k ((S ^ k)⁻¹ x)
    have e : (S ^ k) ((S ^ k)⁻¹ x) = x := (S ^ k).apply_symm_apply x
    rw [e] at h
    exact h.symm
```

The weight $w$ gives each state its statistical weight, and `hw` says that one step conserves it, $w(Sx)=w(x)$. This expresses stationarity of the ensemble. It is an exact condition: the Boltzmann weight of the original Hamiltonian generally fails it under a leapfrog step, which conserves that energy only approximately.

For $k\ge 0$ steps, induction gives

$$w(S^{k+1}y)=w(S^k(Sy))=w(Sy)=w(y).$$

For backward steps, put $y=S^{-k}x$ in $w(S^ky)=w(y)$, which gives $w(x)=w(S^{-k}x)$. The proof has the same two parts, with `obtain` splitting the integer $n$ into the cases $k$ and $-k$.

```lean
variable [Fintype X]

/-- The time correlation `∑ w(x) A(x) B(Sⁿ x)` of `A` now with `B` after `n` steps. -/
def corr (w : X → ℝ) (S : Equiv.Perm X) (A B : X → ℝ) (n : ℤ) : ℝ :=
  ∑ x, w x * A x * B ((S ^ n) x)
```

From here on $X$ is finite. The definition `corr w S A B n` is

$$C_{AB}(n)=\sum_x w(x)\,A(x)\,B(S^nx),$$

the correlation of $A$ now with $B$ after $n$ steps. The weights are real numbers and need not sum to one. For an ensemble average, divide by $\sum_x w(x)$. No mean values are subtracted.

```lean
/-- Stationarity: for a conserved weight, correlating `A` with the earlier `B` is the same as
correlating `B` with the later `A`. -/
theorem corr_neg {w : X → ℝ} {S : Equiv.Perm X} (hw : ∀ x, w (S x) = w x)
    (A B : X → ℝ) (n : ℤ) : corr w S A B (-n) = corr w S B A n := by
  unfold corr
  -- move the time origin by `n` steps
  refine (Equiv.sum_comp (S ^ n) (fun x => w x * A x * B ((S ^ (-n)) x))).symm.trans ?_
  refine Finset.sum_congr rfl fun x _ => ?_
  have e : (S ^ n)⁻¹ ((S ^ n) x) = x := (S ^ n).symm_apply_apply x
  rw [weight_zpow hw, zpow_neg, e]
  ring
```

Stationarity allows the time origin to be moved. Substituting $x=S^ny$ gives

$$C_{AB}(-n)=\sum_y w(S^ny)\,A(S^ny)\,B(y)=\sum_y w(y)\,B(y)\,A(S^ny)=C_{BA}(n).$$

The substitution is `Equiv.sum_comp`, which says that a sum over all states is unchanged when a permutation relabels them. `Finset.sum_congr` then reduces the equality of the sums to an equality of terms, where `weight_zpow` removes $S^n$ from the weight and `ring` reorders the factors. Reversibility has not been used yet.

## Reciprocity, with and without a magnetic field

```lean
/-- Onsager–Casimir reciprocity: let the involution `R` map the dynamics `S` with weight `w` to the
inverse of the dynamics `S'` with conserved weight `w'` (for instance, that of the reversed magnetic
field). For observables with parity factors `a` and `b` under `R`, the correlation of `A` with the
later `B` under `S` is `a b` times that of `B` with the later `A` under `S'`. -/
theorem onsager_casimir {w w' : X → ℝ} {S S' R : Equiv.Perm X} {A B : X → ℝ} {a b : ℝ}
    (hR : R * R = 1) (hS : R * S * R = S'⁻¹)
    (hw' : ∀ x, w' (S' x) = w' x) (hwR : ∀ x, w (R x) = w' x)
    (hA : ∀ x, A (R x) = a * A x) (hB : ∀ x, B (R x) = b * B x) (n : ℤ) :
    corr w S A B n = a * b * corr w' S' B A n := by
  have hRR : ∀ x, R (R x) = x := fun x => by
    rw [← Equiv.Perm.mul_apply, hR, Equiv.Perm.one_apply]
  -- a reversed state moves forward as the original state moves backward
  have key : ∀ y, (S ^ n) (R y) = R ((S' ^ (-n)) y) := fun y => by
    rw [← reversal_zpow hR hS n, Equiv.Perm.mul_apply, Equiv.Perm.mul_apply, hRR]
  rw [← corr_neg hw' A B n]
  unfold corr
  -- sum over reversed states instead of states
  refine (Equiv.sum_comp R (fun x => w x * A x * B ((S ^ n) x))).symm.trans ?_
  rw [Finset.mul_sum]
  refine Finset.sum_congr rfl fun y _ => ?_
  rw [key, hwR, hA, hB]
  ring
```

There are now two systems: $S$ with weight $w$, and $S'$ with weight $w'$. The hypotheses say that $S'$ conserves $w'$, that $w(Rx)=w'(x)$, and that the observables have definite parity,

$$A(Rx)=a\,A(x),\qquad B(Rx)=b\,B(x).$$

The letter $B$ is an observable here, not the magnetic field. The factors $a$ and $b$ may be any real numbers, but since $R^2=1$ a nonzero observable can only have parity $1$ or $-1$.

Write $C'$ for correlations under $S'$ and $w'$. Multiplying $RS^nR=S'^{-n}$ by $R$ from the left gives $S^nR=RS'^{-n}$. With $x=Ry$,

$$\begin{aligned}
C_{AB}(n)&=\sum_y w(Ry)\,A(Ry)\,B(S^nRy)\\
&=\sum_y w'(y)\;a\,A(y)\;B(RS'^{-n}y)\\
&=ab\sum_y w'(y)\,A(y)\,B(S'^{-n}y)\\
&=ab\,C'_{AB}(-n)=ab\,C'_{BA}(n).
\end{aligned}$$

In the proof, `key` is the relation $S^nRy=RS'^{-n}y$. The last equality of the derivation comes first in Lean: rewriting with `corr_neg` from right to left turns $C'_{BA}(n)$ on the right-hand side into $C'_{AB}(-n)$. Then `Equiv.sum_comp R` makes the substitution $x=Ry$, and the terms are compared one by one using the hypotheses on weights and parities.

```lean
/-- Onsager symmetry: for reversible dynamics with a weight invariant under the time step and under
reversal, exchanging two observables of parity `a` and `b` in a time correlation multiplies it
by `a b`. -/
theorem onsager_reciprocity {w : X → ℝ} {S R : Equiv.Perm X} {A B : X → ℝ} {a b : ℝ}
    (hR : R * R = 1) (hS : R * S * R = S⁻¹)
    (hw : ∀ x, w (S x) = w x) (hwR : ∀ x, w (R x) = w x)
    (hA : ∀ x, A (R x) = a * A x) (hB : ∀ x, B (R x) = b * B x) (n : ℤ) :
    corr w S A B n = a * b * corr w S B A n :=
  onsager_casimir hR hS hw hwR hA hB n
```

Without a field, $S'=S$ and $w'=w$, and the theorem becomes

$$C_{AB}(n)=ab\,C_{BA}(n).$$

The weight must now be invariant under both the step and the reversal. Two observables of equal parity have a symmetric cross-correlation, and two of opposite parity an antisymmetric one. The proof is the previous theorem applied to this case.

## Green–Kubo sums at a finite cutoff

```lean
/-- The Green–Kubo sum of the correlations of the fluxes `J i` and `J j` over the first `N` time
steps, with the time step as unit of time. -/
def greenKubo {ι : Type*} (w : X → ℝ) (S : Equiv.Perm X) (J : ι → X → ℝ) (N : ℕ) (i j : ι) : ℝ :=
  ∑ n ∈ range N, corr w S (J i) (J j) n
```

For a family of fluxes $J_i$, with labels $i$ from a type `ι`, the definition reads

$$L_{ij}=\sum_{n=0}^{N-1}C_{J_iJ_j}(n).$$

Here $N$ is the number of time steps before the cutoff. A physical transport coefficient also carries a prefactor with the time step, temperature and volume, and is read off where the sum has converged.

```lean
/-- For reversible dynamics with a weight invariant under the time step and under reversal, the
Green–Kubo coefficients of fluxes with parities `ε i` obey `L i j = ε i ε j L j i` at every cutoff
time. -/
theorem greenKubo_reciprocity {ι : Type*} {w : X → ℝ} {S R : Equiv.Perm X} {J : ι → X → ℝ}
    {ε : ι → ℝ} (hR : R * R = 1) (hS : R * S * R = S⁻¹)
    (hw : ∀ x, w (S x) = w x) (hwR : ∀ x, w (R x) = w x)
    (hJ : ∀ i x, J i (R x) = ε i * J i x) (N : ℕ) (i j : ι) :
    greenKubo w S J N i j = ε i * ε j * greenKubo w S J N j i := by
  unfold greenKubo
  rw [Finset.mul_sum]
  exact Finset.sum_congr rfl fun n _ => onsager_reciprocity hR hS hw hwR (hJ i) (hJ j) n
```

If $J_i$ has parity $\varepsilon_i$, applying the reciprocity relation to each term gives

$$L_{ij}=\sum_{n=0}^{N-1}\varepsilon_i\varepsilon_j\,C_{J_jJ_i}(n)=\varepsilon_i\varepsilon_j\,L_{ji}.$$

The Lean proof brings the factor inside the sum with `Finset.mul_sum` and does the same. The symmetry holds at every cutoff, so truncating the sum too early does not break it.

Onsager's relations are usually stated for the coefficients in linear laws between fluxes and thermodynamic forces. Identifying those coefficients with correlation sums is the task of linear response theory; the theorem concerns the sums themselves.

## Leapfrog on a periodic integer grid

```lean
/-- One leapfrog step (half drift, kick by `F`, half drift) for a position and a momentum on a
periodic integer grid, with half a time step as unit of time. -/
def leapfrog {N : ℕ} (F : ZMod N → ZMod N) : Equiv.Perm (ZMod N × ZMod N) where
  toFun z := (z.1 + z.2 + (z.2 + F (z.1 + z.2)), z.2 + F (z.1 + z.2))
  invFun z := (z.1 - z.2 - (z.2 - F (z.1 - z.2)), z.2 - F (z.1 - z.2))
  left_inv z := by simp
  right_inv z := by simp
```

The hypotheses on the step and the reversal are met by a familiar integrator, here on a grid where the momentum wraps around as well as the position. A state is a pair $(q,p)$ of integers modulo $N$, where $N$ is now the grid size. In Lean, `z.1` is $q$ and `z.2` is $p$. One step is

$$q_{1/2}=q+p,\qquad p_1=p+F(q_{1/2}),\qquad q_1=q_{1/2}+p_1.$$

This is the drift–kick–drift form of leapfrog, also called position Verlet, for unit mass. The function $F$ is the momentum transferred in a whole step, that is, force times time step, and it may be any function on the grid. The field `invFun` undoes the three stages in reverse order, and `left_inv` and `right_inv` confirm that the two maps are inverse to each other.

```lean
/-- Reversal of the momentum at fixed position. -/
def momentumFlip (N : ℕ) : Equiv.Perm (ZMod N × ZMod N) where
  toFun z := (z.1, -z.2)
  invFun z := (z.1, -z.2)
  left_inv z := by simp
  right_inv z := by simp
```

This is the reversal map $R(q,p)=(q,-p)$, which is its own inverse.

```lean
/-- Momentum reversal is an involution that turns a leapfrog step into its inverse, for every
force. -/
theorem leapfrog_witness {N : ℕ} (F : ZMod N → ZMod N) :
    momentumFlip N * momentumFlip N = 1 ∧
      momentumFlip N * leapfrog F * momentumFlip N = (leapfrog F)⁻¹ := by
  constructor
  · exact Equiv.ext fun z => (momentumFlip N).left_inv z
  · refine Equiv.ext fun z => ?_
    change ((z.1 + -z.2 + (-z.2 + F (z.1 + -z.2)), -(-z.2 + F (z.1 + -z.2))) : ZMod N × ZMod N)
      = (z.1 - z.2 - (z.2 - F (z.1 - z.2)), z.2 - F (z.1 - z.2))
    rw [← sub_eq_add_neg]
    refine Prod.ext ?_ ?_ <;> dsimp only <;> ring
```

The theorem verifies $R^2=1$ and $RSR=S^{-1}$ for the leapfrog step $S$. Start from $(q,p)$, flip the momentum, take a step and flip again:

$$(q,p)\;\mapsto\;\bigl(q-2p+F(q-p),\;p-F(q-p)\bigr).$$

The inverse step gives $q-p-(p-F(q-p))$ for the position and $p-F(q-p)$ for the momentum, which is the same state. In Lean, `change` writes out both sides and `ring` compares them component by component. No property of $F$ is used.

```lean
/-- In leapfrog dynamics on the periodic grid with uniform weight, the correlation of a function of
position with a later odd function of momentum changes sign when the two are exchanged. -/
theorem leapfrog_position_momentum {N : ℕ} [NeZero N] (F : ZMod N → ZMod N)
    (f g : ZMod N → ℝ) (hg : ∀ p, g (-p) = -g p) (n : ℤ) :
    ∑ z : ZMod N × ZMod N, f z.1 * g ((leapfrog F ^ n) z).2 =
      -∑ z : ZMod N × ZMod N, g z.2 * f ((leapfrog F ^ n) z).1 := by
  have h := onsager_reciprocity (w := fun _ => 1) (A := fun z => f z.1) (B := fun z => g z.2)
    (a := 1) (b := -1) (leapfrog_witness F).1 (leapfrog_witness F).2
    (fun _ => rfl) (fun _ => rfl) (fun z => (one_mul (f z.1)).symm)
    (fun z => (hg z.2).trans (neg_one_mul (g z.2)).symm) n
  simpa only [corr, one_mul, neg_mul] using h
```

Take the uniform weight, a function $f$ of position and an odd function $g$ of momentum. Writing $(q_n,p_n)$ for the state reached from $(q,p)$ after $n$ steps, the theorem says

$$\sum_{q,p} f(q)\,g(p_n)=-\sum_{q,p} g(p)\,f(q_n).$$

The parities are $a=1$ and $b=-1$, and the uniform weight is trivially conserved, so `onsager_reciprocity` applies directly. Division by $N^2$ gives the normalised averages. The condition `NeZero N` makes the grid finite, because in Lean the integers modulo $0$ are all the integers. Oddness is meant modulo $N$: for even $N$ the momentum $N/2$ equals its own negative, so $g$ must vanish there. The function $g(p)=\sin(2\pi p/N)$ is an example for every $N\ge1$.

## Three states where the symmetry fails

```lean
/-- Definite parity is needed: for the rotation of three states, reversed by `x ↦ -x`, with uniform
weight, the indicators of the states 0 and 1 have cross-correlations 1 and 0 after one step. -/
theorem parity_needed (S R : Equiv.Perm (ZMod 3)) (hS : ∀ x, S x = x + 1) (hR : ∀ x, R x = -x) :
    R * R = 1 ∧ R * S * R = S⁻¹ ∧
      corr (fun _ => 1) S (fun x => if x = 0 then 1 else 0) (fun x => if x = 1 then 1 else 0) 1
        = 1 ∧
      corr (fun _ => 1) S (fun x => if x = 1 then 1 else 0) (fun x => if x = 0 then 1 else 0) 1
        = 0 := by
  refine ⟨?_, ?_, ?_, ?_⟩
  · refine Equiv.ext fun x => ?_
    rw [Equiv.Perm.mul_apply, hR, hR, neg_neg, Equiv.Perm.one_apply]
  · refine eq_inv_of_mul_eq_one_left (Equiv.ext fun x => ?_)
    simp only [Equiv.Perm.mul_apply, hS, hR, Equiv.Perm.one_apply]
    ring
  · simp only [corr, zpow_one, hS, one_mul, ite_mul, zero_mul, Finset.sum_ite_eq',
      Finset.mem_univ, if_true]
    exact if_pos (by decide)
  · simp only [corr, zpow_one, hS, one_mul, ite_mul, zero_mul, Finset.sum_ite_eq',
      Finset.mem_univ, if_true]
    exact if_neg (by decide)

end

end OnsagerSymmetry
```

Let the states be $0,1,2$ modulo $3$, with $Sx=x+1$ and $Rx=-x$. Then $R^2=1$, and

$$RSRx=-(-x+1)=x-1=S^{-1}x,$$

so the dynamics is reversible, and the uniform weight is invariant under both maps. Let $A$ be the indicator of state $0$ and $B$ the indicator of state $1$. After one step,

$$C_{AB}(1)=B(0+1)=1,\qquad C_{BA}(1)=A(1+1)=0.$$

With normalised weights the values are $1/3$ and $0$. No factor turns the second into the first.

The observable $A$ is even, since $R$ fixes state $0$. But $R$ exchanges states $1$ and $2$, so $B$ is neither even nor odd. Definite parity of only one of the two observables is therefore not enough.

In the proof, the first two parts are checked on a general state $x$. In the other two, `Finset.sum_ite_eq'` reduces each sum to the single term selected by the first indicator, and `decide` settles the remaining arithmetic modulo $3$.

```lean
#print axioms OnsagerSymmetry.onsager_reciprocity
-- 'OnsagerSymmetry.onsager_reciprocity' depends on axioms: [propext, Classical.choice, Quot.sound]
#print axioms OnsagerSymmetry.greenKubo_reciprocity
-- 'OnsagerSymmetry.greenKubo_reciprocity' depends on axioms: [propext, Classical.choice, Quot.sound]
#print axioms OnsagerSymmetry.leapfrog_position_momentum
-- 'OnsagerSymmetry.leapfrog_position_momentum' depends on axioms: [propext, Classical.choice, Quot.sound]
#print axioms OnsagerSymmetry.parity_needed
-- 'OnsagerSymmetry.parity_needed' depends on axioms: [propext, Classical.choice, Quot.sound]
```
